# Norm bounds for states evolving under a bounded non-Hermitian Hamiltonian

The eigenvalues of a non-Hermitian Hamiltonian can all be real while the evolution still amplifies a state. Set $\hbar=1$ and take, with $a>0$,

$$H=\begin{pmatrix}0&a\\0&0\end{pmatrix}.$$

Both eigenvalues are zero. Since $H^2=0$, the second basis vector evolves into $(-iat,\,1)$, whose norm is $\sqrt{1+a^2t^2}$. Anyone who reads the growth off the eigenvalues predicts none, and underestimates how far an error in the initial state can spread. The problems below bound the growth and the loss by the size of the anti-Hermitian part of $H$.

Non-Hermitian Hamiltonians describe absorbing potentials, decaying levels, and gain and loss. For a time-independent $H$ in a finite orthonormal basis, the bound limits how much exact propagation can amplify an initial error; the error of a time-stepping scheme is a separate matter.

## States, operators and conventions

States live in a complex Hilbert space `E` of any dimension, and $H$ is a bounded operator on it, written `E →L[ℂ] E`. The inner product $\langle x,y\rangle$ is linear in $y$. Replacing an unbounded continuum Hamiltonian by a bounded operator, for instance by choosing a finite basis, is a step that the hypotheses leave to the user.

```lean
import Mathlib

open ContinuousLinearMap
open scoped ComplexConjugate Matrix Matrix.Norms.L2Operator

namespace NonHermitianPropagator

noncomputable section

variable {E : Type*} [NormedAddCommGroup E] [InnerProductSpace ℂ E] [CompleteSpace E]
```

The anti-Hermitian part is $A=(H-H^\dagger)/2$. If $H=H_0-iW$ with $H_0$ and $W$ Hermitian, then $A=-iW$, so $\|A\|$ is the strength of the absorber or gain term.

```lean
/-- The anti-Hermitian part `(H - H†)/2` of a bounded Hamiltonian. -/
def antiHermitianPart (H : E →L[ℂ] E) : E →L[ℂ] E :=
  (1 / 2 : ℂ) • (H - adjoint H)
```

The propagator is $U(t)=e^{-itH}$, defined by the exponential series. Below, $\psi(t)=U(t)v$ for an initial vector $v$, which need not be normalised.

```lean
/-- The propagator `exp(-itH)` of a bounded, possibly non-Hermitian Hamiltonian. -/
def propagator (H : E →L[ℂ] E) (t : ℝ) : E →L[ℂ] E :=
  NormedSpace.exp ((-(Complex.I * (t : ℂ))) • H)
```

## (a) The initial condition

Show that the propagator at time zero leaves every state unchanged:
$$U(0)v=v.$$

**Solution.** The exponent is zero, and only the identity term of the series survives.

```lean
/-- At time zero the propagator leaves every state unchanged. -/
theorem propagator_zero (H : E →L[ℂ] E) (v : E) : propagator H 0 v = v := by
  simp [propagator]
```

## (b) Reversing the Hamiltonian

Show that changing the sign of $H$ reverses time:
$$e^{-it(-H)}=U(-t).$$

**Solution.** Both exponents equal $itH$.

```lean
/-- Reversing the sign of the Hamiltonian is the same as reversing time. -/
theorem propagator_neg (H : E →L[ℂ] E) (t : ℝ) :
    propagator (-H) t = propagator H (-t) := by
  simp [propagator]
```

## (c) The equation of motion

Derive the Schrödinger equation from the exponential:
$$\frac{d\psi}{dt}=-iH\psi(t).$$

**Solution.** Because $H$ is bounded, the series may be differentiated term by term:
$$\frac{d}{dt}\sum_{k\ge0}\frac{(-it)^k}{k!}H^kv=-iH\sum_{k\ge1}\frac{(-it)^{k-1}}{(k-1)!}H^{k-1}v=-iH\psi(t).$$

The Lean proof takes the derivative of $e^{zH}v$ in a complex variable $z$ from Mathlib (`h1`), then applies the chain rule along $z=-is$ (`h2`).

```lean
/-- The propagated state solves the Schrödinger equation `dψ/dt = -i H ψ`. -/
theorem schrodinger_equation (H : E →L[ℂ] E) (v : E) (t : ℝ) :
    HasDerivAt (fun s : ℝ => propagator H s v)
      ((-Complex.I) • H (propagator H t v)) t := by
  have h1 : HasDerivAt (fun z : ℂ => NormedSpace.exp (z • H) v)
      (H (propagator H t v)) (-(Complex.I * (t : ℂ))) := by
    have h := (hasDerivAt_exp_smul_const' H (-(Complex.I * (t : ℂ)))).clm_apply
      (hasDerivAt_const (-(Complex.I * (t : ℂ))) v)
    exact h.congr_deriv (by simp [propagator])
  have h2 : HasDerivAt (fun s : ℝ => -(Complex.I * (s : ℂ))) (-Complex.I) t := by
    have h := ((Complex.ofRealCLM.hasDerivAt (x := t)).const_mul Complex.I).fun_neg
    exact h.congr_deriv (by simp)
  exact h1.scomp t h2
```

## (d) The rate of change of the norm

Find how fast the squared norm changes:
$$\frac{d}{dt}\|\psi\|^2=2\,\mathrm{Im}\langle\psi,H\psi\rangle.$$

**Solution.** Write $z=\langle\psi,H\psi\rangle$. The product rule and (c) give
$$\langle -iH\psi,\psi\rangle+\langle\psi,-iH\psi\rangle=i\bar z-iz=2\,\mathrm{Im}\,z.$$

In Lean the squared norm is rewritten as the real part of $\langle\psi,\psi\rangle$, to which the product rule for inner products applies.

```lean
/-- The squared norm of the state changes at the rate `2 Im⟨ψ, Hψ⟩`. -/
theorem hasDerivAt_norm_sq (H : E →L[ℂ] E) (v : E) (t : ℝ) :
    HasDerivAt (fun s : ℝ => ‖propagator H s v‖ ^ 2)
      (2 * (inner ℂ (propagator H t v) (H (propagator H t v))).im) t := by
  have h0 := schrodinger_equation H v t
  have h := Complex.reCLM.hasFDerivAt.comp_hasDerivAt t (HasDerivAt.inner ℂ h0 h0)
  have e : (fun s : ℝ => ‖propagator H s v‖ ^ 2)
      = fun s : ℝ => (inner ℂ (propagator H s v) (propagator H s v)).re :=
    funext fun s => (inner_self_eq_norm_sq (𝕜 := ℂ) (propagator H s v)).symm
  rw [e]
  refine HasDerivAt.congr_deriv h ?_
  rw [inner_smul_left, inner_smul_right,
    ← inner_conj_symm (H (propagator H t v)) (propagator H t v)]
  simp only [Complex.reCLM_apply, Complex.add_re, Complex.mul_re, Complex.neg_re,
    Complex.neg_im, Complex.I_re, Complex.I_im, Complex.conj_re, Complex.conj_im]
  ring
```

## (e) Only the anti-Hermitian part enters the rate

Show that $H$ may be replaced by $A$ in this rate:
$$\mathrm{Im}\langle x,Ax\rangle=\mathrm{Im}\langle x,Hx\rangle.$$

**Solution.** Let $z=\langle x,Hx\rangle$. Then $\langle x,H^\dagger x\rangle=\langle Hx,x\rangle=\bar z$, so $\langle x,Ax\rangle=(z-\bar z)/2=i\,\mathrm{Im}\,z$. Its imaginary part is $\mathrm{Im}\,z$. The Hermitian part can still affect the norm at later times, because it helps to determine $\psi(t)$.

```lean
/-- The imaginary part of `⟨x, Hx⟩` comes from the anti-Hermitian part of `H` alone. -/
theorem im_inner_antiHermitianPart (H : E →L[ℂ] E) (x : E) :
    (inner ℂ x (antiHermitianPart H x)).im = (inner ℂ x (H x)).im := by
  have h : inner ℂ x (adjoint H x) = conj (inner ℂ x (H x)) := by
    rw [adjoint_inner_right, inner_conj_symm]
  have e : 2 * inner ℂ x (antiHermitianPart H x)
      = inner ℂ x (H x) - conj (inner ℂ x (H x)) := by
    rw [← h, antiHermitianPart, smul_apply, sub_apply, inner_smul_right, inner_sub_right]
    ring
  have := congrArg Complex.im e
  simp only [Complex.mul_im, Complex.sub_im, Complex.conj_im, Complex.re_ofNat,
    Complex.im_ofNat] at this
  linarith
```

## (f) Growth between two times

Let $b$ be a real number with $\mathrm{Im}\langle x,Hx\rangle\le b\|x\|^2$ for all $x$. Show that for $s\le t$
$$\|\psi(t)\|\le e^{b(t-s)}\|\psi(s)\|.$$

**Solution.** Put $f(r)=e^{-2br}\|\psi(r)\|^2$. By (d),
$$f'(r)=2e^{-2br}\left(\mathrm{Im}\langle\psi(r),H\psi(r)\rangle-b\|\psi(r)\|^2\right)\le0.$$
Hence $f(t)\le f(s)$. Multiplying by $e^{2bt}$ gives $\|\psi(t)\|^2\le e^{2b(t-s)}\|\psi(s)\|^2$, and the square root gives the claim. A negative $b$ is allowed and describes guaranteed decay.

The passage from $f'\le0$ to $f(t)\le f(s)$ is Mathlib's `antitone_of_deriv_nonpos`. It asks for two things: that $f$ is differentiable everywhere, and that `deriv f` is never positive. The first is needed because Mathlib sets `deriv` to zero wherever a function has no derivative, so an upward step function would satisfy the sign condition alone. The statement `hd` supplies the differentiability and a formula for the derivative, and the hypothesis `h` makes that formula nonpositive. The remaining lines combine the exponentials and take the root.

```lean
/-- If `Im⟨x, Hx⟩ ≤ b‖x‖²` for all `x`, then between times `s ≤ t` the norm of the state
grows at most by the factor `e^(b(t-s))`. -/
theorem norm_growth_le (H : E →L[ℂ] E) (b : ℝ)
    (h : ∀ x, (inner ℂ x (H x)).im ≤ b * ‖x‖ ^ 2) (v : E) {s t : ℝ} (hst : s ≤ t) :
    ‖propagator H t v‖ ≤ Real.exp (b * (t - s)) * ‖propagator H s v‖ := by
  -- the derivative of the rescaled squared norm
  have hd : ∀ r : ℝ, HasDerivAt
      (fun r : ℝ => Real.exp (-(2 * b) * r) * ‖propagator H r v‖ ^ 2)
      (Real.exp (-(2 * b) * r) * (2 * ((inner ℂ (propagator H r v)
        (H (propagator H r v))).im - b * ‖propagator H r v‖ ^ 2))) r := by
    intro r
    have h1 := ((hasDerivAt_id r).const_mul (-(2 * b))).exp
    refine (h1.fun_mul (hasDerivAt_norm_sq H v r)).congr_deriv ?_
    simp only [id_eq]
    ring
  have hanti := antitone_of_deriv_nonpos (fun r => (hd r).differentiableAt) (fun r => by
    rw [(hd r).deriv]
    exact mul_nonpos_of_nonneg_of_nonpos (Real.exp_pos _).le
      (by linarith [h (propagator H r v)]))
  have hF := mul_le_mul_of_nonneg_left (hanti hst) (Real.exp_pos (2 * b * t)).le
  simp only [← mul_assoc, ← Real.exp_add] at hF
  have e1 : 2 * b * t + -(2 * b) * t = 0 := by ring
  have e2 : 2 * b * t + -(2 * b) * s = ((2 : ℕ) : ℝ) * (b * (t - s)) := by
    push_cast
    ring
  rw [e1, e2, Real.exp_zero, one_mul, Real.exp_nat_mul, ← mul_pow] at hF
  exact (sq_le_sq₀ (norm_nonneg _) (by positivity)).1 hF
```

## (g) Bounds for either direction of time

Suppose $\|A\|\le g$. Show that for every real $t$ and every $v$
$$e^{-g|t|}\|v\|\le\|U(t)v\|\le e^{g|t|}\|v\|.$$

**Solution.** By (e) and the Cauchy-Schwarz inequality,
$$|\mathrm{Im}\langle x,Hx\rangle|\le\|x\|\,\|Ax\|\le g\|x\|^2.$$
So (f) applies with $b=g$ to both $H$ and $-H$.

For $t\ge0$, use $H$ from time $0$ to $t$ to get $\|U(t)v\|\le e^{gt}\|v\|$. By (b), the propagator of $-H$ at time $r$ is $U(-r)$. Using it from $-t$ to $0$ gives $\|v\|\le e^{gt}\|U(t)v\|$.

For $t\le0$ the roles swap: $H$ from $t$ to $0$ gives $\|v\|\le e^{g|t|}\|U(t)v\|$, and $-H$ from $0$ to $-t$ gives $\|U(t)v\|\le e^{g|t|}\|v\|$. In both cases, multiplying the estimate for $\|v\|$ by $e^{-g|t|}$ yields the lower bound.

For a normalised initial state, the squared norm $\|\psi(t)\|^2$ therefore lies between $e^{-2g|t|}$ and $e^{2g|t|}$. With $g=0$ the Hamiltonian is Hermitian and the norm is conserved.

In the code, `hq` is the Cauchy-Schwarz estimate, `hp` and `hm` are the growth bounds for $H$ and $-H$, and `both` collects the two signs of $t$.

```lean
/-- If the anti-Hermitian part of `H` has norm at most `g`, then at every real time the norm
of `exp(-itH)v` lies between `e^(-g|t|)‖v‖` and `e^(g|t|)‖v‖`. -/
theorem propagator_norm_bounds (H : E →L[ℂ] E) (g : ℝ)
    (hg : ‖antiHermitianPart H‖ ≤ g) (t : ℝ) (v : E) :
    Real.exp (-(g * |t|)) * ‖v‖ ≤ ‖propagator H t v‖ ∧
      ‖propagator H t v‖ ≤ Real.exp (g * |t|) * ‖v‖ := by
  -- Cauchy-Schwarz bounds the instantaneous gain and loss
  have hq : ∀ x, |(inner ℂ x (H x)).im| ≤ g * ‖x‖ ^ 2 := by
    intro x
    rw [← im_inner_antiHermitianPart]
    calc |(inner ℂ x (antiHermitianPart H x)).im|
        ≤ ‖inner ℂ x (antiHermitianPart H x)‖ := Complex.abs_im_le_norm _
      _ ≤ ‖x‖ * ‖antiHermitianPart H x‖ := norm_inner_le_norm _ _
      _ ≤ ‖x‖ * (g * ‖x‖) := by
          gcongr
          exact (antiHermitianPart H).le_of_opNorm_le hg x
      _ = g * ‖x‖ ^ 2 := by ring
  have hp := fun (s r : ℝ) (hsr : s ≤ r) =>
    norm_growth_le H g (fun x => (abs_le.1 (hq x)).2) v hsr
  have hm := fun (s r : ℝ) (hsr : s ≤ r) => norm_growth_le (-H) g (fun x => by
    rw [neg_apply, inner_neg_right, Complex.neg_im]
    linarith [(abs_le.1 (hq x)).1]) v hsr
  simp only [propagator_neg] at hm
  have both : ‖v‖ ≤ Real.exp (g * |t|) * ‖propagator H t v‖ ∧
      ‖propagator H t v‖ ≤ Real.exp (g * |t|) * ‖v‖ := by
    rcases le_total 0 t with ht | ht
    · have h1 := hp _ _ ht
      have h2 := hm _ _ (neg_nonpos.2 ht)
      simp only [neg_zero, neg_neg, zero_sub, sub_zero, propagator_zero] at h1 h2
      rw [abs_of_nonneg ht]
      exact ⟨h2, h1⟩
    · have h1 := hp _ _ ht
      have h2 := hm _ _ (neg_nonneg.2 ht)
      simp only [neg_zero, neg_neg, zero_sub, sub_zero, propagator_zero] at h1 h2
      rw [abs_of_nonpos ht]
      exact ⟨h1, h2⟩
  refine ⟨?_, both.2⟩
  have h := mul_le_mul_of_nonneg_left both.1 (Real.exp_pos (-(g * |t|))).le
  rwa [← mul_assoc, ← Real.exp_add, neg_add_cancel, Real.exp_zero, one_mul] at h
```

The same argument separates gain from loss. If $a_-\|x\|^2\le\mathrm{Im}\langle x,Hx\rangle\le a_+\|x\|^2$ for all $x$, then for $s\le t$
$$e^{a_-(t-s)}\|\psi(s)\|\le\|\psi(t)\|\le e^{a_+(t-s)}\|\psi(s)\|.$$
The upper half is (f); the lower half, which has no theorem of its own in the code, comes from (f) applied to $-H$. For a pure absorber one may take $a_+=0$, and the norm never increases.

## (h) From a growth bound back to a rate

Fix one vector $v$ and a real $g$, and suppose $\|U(t)v\|\le e^{gt}\|v\|$ for all $t\ge0$. Show that
$$\mathrm{Im}\langle v,Hv\rangle\le g\|v\|^2.$$

**Solution.** The gap $D(t)=e^{2gt}\|v\|^2-\|\psi(t)\|^2$ vanishes at $t=0$ and is nonnegative for $t\ge0$. Its derivative at zero is therefore nonnegative, and by (d)
$$D'(0)=2g\|v\|^2-2\,\mathrm{Im}\langle v,Hv\rangle\ge0.$$

This is a partial converse of (g): it bounds the initial gain rate of one state from above, and does not state a bound on $\|A\|$. Lean takes the limit of the difference quotients $D(s)/s$ from the right (`h3`) and uses that a limit of nonnegative numbers is nonnegative (`h4`).

```lean
/-- If the norm of the state evolving from `v` is at most `e^(gt)‖v‖` for all `t ≥ 0`, then
`Im⟨v, Hv⟩ ≤ g‖v‖²`. -/
theorem gain_rate_le (H : E →L[ℂ] E) (g : ℝ) (v : E)
    (h : ∀ t : ℝ, 0 ≤ t → ‖propagator H t v‖ ≤ Real.exp (g * t) * ‖v‖) :
    (inner ℂ v (H v)).im ≤ g * ‖v‖ ^ 2 := by
  have h2 : HasDerivAt (fun s : ℝ => Real.exp (2 * g * s) * ‖v‖ ^ 2)
      (2 * g * ‖v‖ ^ 2) 0 :=
    (((hasDerivAt_id (0 : ℝ)).const_mul (2 * g)).exp.mul_const (‖v‖ ^ 2)).congr_deriv
      (by simp)
  -- the gap between bound and squared norm starts at zero and stays nonnegative
  have h3 := (h2.fun_sub (hasDerivAt_norm_sq H v 0)).tendsto_slope_zero_right
  have h4 := ge_of_tendsto (b := 0) h3 (by
    filter_upwards [self_mem_nhdsWithin] with s hs
    have hs' : 0 < s := hs
    have hb := pow_le_pow_left₀ (norm_nonneg _) (h s hs'.le) 2
    have e : ((2 : ℕ) : ℝ) * (g * s) = 2 * g * s := by
      push_cast
      ring
    rw [mul_pow, ← Real.exp_nat_mul, e] at hb
    simp only [zero_add, mul_zero, Real.exp_zero, one_mul, propagator_zero, smul_eq_mul,
      sub_self, sub_zero]
    exact mul_nonneg (inv_nonneg.2 hs'.le) (by linarith))
  rw [propagator_zero] at h4
  linarith
```

## (i) Complex matrices

Let $H$ be a complex square matrix with conjugate transpose $H^*$ and $\|(H-H^*)/2\|\le g$. Show that for every real $t$ and every column vector $v$
$$e^{-g|t|}\|v\|_2\le\|e^{-itH}v\|_2\le e^{g|t|}\|v\|_2.$$

**Solution.** Regard $H$ as an operator on column vectors with the Euclidean inner product. Its adjoint is then $H^*$. Passing from matrices to operators preserves sums, products and limits, hence the exponential series, and (g) applies.

The matrix norm in the hypothesis is the operator norm induced by the Euclidean norm, selected by `Matrix.Norms.L2Operator`. The expression `WithLp.toLp 2 v` gives the vector its Euclidean norm. The map `Φ` turns matrices into operators; `hA` matches the anti-Hermitian parts and `hU` the propagators.

For the opening example, $\|(H-H^*)/2\|=a/2$, so the norm $\sqrt{1+a^2t^2}$ is at most $e^{a|t|/2}$. At long times this bound far exceeds the true growth, which is only linear in $|t|$.

```lean
/-- For a complex square matrix `H` with `‖(H - H*)/2‖ ≤ g` in operator norm, the Euclidean
norm of `exp(-itH)v` lies between `e^(-g|t|)‖v‖` and `e^(g|t|)‖v‖` at every real time. -/
theorem matrix_propagator_norm_bounds {n : Type*} [Fintype n] [DecidableEq n]
    (H : Matrix n n ℂ) (g : ℝ) (hg : ‖(1 / 2 : ℂ) • (H - Hᴴ)‖ ≤ g) (t : ℝ) (v : n → ℂ) :
    Real.exp (-(g * |t|)) * ‖WithLp.toLp 2 v‖
        ≤ ‖WithLp.toLp 2 (NormedSpace.exp ((-(Complex.I * (t : ℂ))) • H) *ᵥ v)‖ ∧
      ‖WithLp.toLp 2 (NormedSpace.exp ((-(Complex.I * (t : ℂ))) • H) *ᵥ v)‖
        ≤ Real.exp (g * |t|) * ‖WithLp.toLp 2 v‖ := by
  let Φ := Matrix.toEuclideanCLM (n := n) (𝕜 := ℂ)
  have hc : Continuous Φ := AddMonoidHomClass.continuous_of_bound Φ 1 (fun A => by
    rw [one_mul, Matrix.l2_opNorm_toEuclideanCLM])
  -- matrices act as operators, compatibly with adjoints and exponentials
  have hA : antiHermitianPart (Φ H) = Φ ((1 / 2 : ℂ) • (H - Hᴴ)) := by
    rw [antiHermitianPart, map_smul, map_sub, ← Matrix.star_eq_conjTranspose, map_star,
      star_eq_adjoint]
  have hU : propagator (Φ H) t = Φ (NormedSpace.exp ((-(Complex.I * (t : ℂ))) • H)) := by
    let : NormedAlgebra ℚ (Matrix n n ℂ) := NormedAlgebra.restrictScalars ℚ ℂ _
    let : NormedAlgebra ℚ (EuclideanSpace ℂ n →L[ℂ] EuclideanSpace ℂ n) :=
      NormedAlgebra.restrictScalars ℚ ℂ _
    rw [propagator, NormedSpace.map_exp Φ hc, map_smul]
  have h := propagator_norm_bounds (Φ H) g
    (by rw [hA, Matrix.l2_opNorm_toEuclideanCLM]; exact hg) t (WithLp.toLp 2 v)
  rw [hU] at h
  exact h

end

end NonHermitianPropagator
```

```lean
#print axioms NonHermitianPropagator.propagator_norm_bounds
#print axioms NonHermitianPropagator.gain_rate_le
#print axioms NonHermitianPropagator.matrix_propagator_norm_bounds
```

```
'NonHermitianPropagator.propagator_norm_bounds' depends on axioms: [propext, Classical.choice, Quot.sound]
'NonHermitianPropagator.gain_rate_le' depends on axioms: [propext, Classical.choice, Quot.sound]
'NonHermitianPropagator.matrix_propagator_norm_bounds' depends on axioms: [propext, Classical.choice, Quot.sound]
```
